# The two-centre d-d block of a [110] bond in terms of its σ, π and δ integrals

The theorem `twoCentre_110` gives the 5×5 matrix of hoppings between the d orbitals of two atoms joined by a [110] bond, in the two-centre approximation, with arbitrary real integrals ddσ, ddπ and ddδ. In the basis xy, 3z²-r², x²-y², xz, yz, the first two orbitals are coupled by -√3/4 (ddσ - ddδ), x²-y² has the diagonal entry ddπ and couples to no other orbital, and xz and yz have diagonal entries (ddπ + ddδ)/2 and coupling (ddπ - ddδ)/2. The bond vector (1, 1, 0) is not of unit length, so the projector onto its direction is the outer product of the vector with itself, divided by its squared length, 2. The proof computes this projector, then the σ and π channels, as explicit matrices, and finally compares the two sides entry by entry.

The failing Lean file:

```lean
import Mathlib

open Matrix

namespace SlaterKoster110

noncomputable section

/-- The d orbitals xy, 3z²-r², x²-y², xz, yz (in this order), each given by the symmetric
matrix of its quadratic form. -/
def orbital : Fin 5 → Matrix (Fin 3) (Fin 3) ℝ :=
  ![!![0, √3 / 2, 0; √3 / 2, 0, 0; 0, 0, 0],
    !![-1 / 2, 0, 0; 0, -1 / 2, 0; 0, 0, 1],
    !![√3 / 2, 0, 0; 0, -(√3 / 2), 0; 0, 0, 0],
    !![0, 0, √3 / 2; 0, 0, 0; √3 / 2, 0, 0],
    !![0, 0, 0; 0, 0, √3 / 2; 0, √3 / 2, 0]]

/-- The six-parameter block, written in the basis xy, 3z²-r², x²-y², xz, yz. -/
def mirrorBlock (A B C D F G : ℝ) : Matrix (Fin 5) (Fin 5) ℝ :=
  !![A, C, 0, 0, 0; C, B, 0, 0, 0; 0, 0, D, 0, 0;
    0, 0, 0, (F + G) / 2, (F - G) / 2; 0, 0, 0, (F - G) / 2, (F + G) / 2]

/-- The projector onto the bond direction `n`, for `n ≠ 0`. -/
def bondProj (n : Fin 3 → ℝ) : Matrix (Fin 3) (Fin 3) ℝ := (n ⬝ᵥ n)⁻¹ • vecMulVec n n

/-- The σ channel of a bond along `n ≠ 0`. -/
def sigmaChannel (n : Fin 3 → ℝ) : Matrix (Fin 5) (Fin 5) ℝ :=
  Matrix.of fun a b => trace (orbital a * bondProj n) * trace (orbital b * bondProj n)

/-- The π channel of a bond along `n ≠ 0`. -/
def piChannel (n : Fin 3 → ℝ) : Matrix (Fin 5) (Fin 5) ℝ :=
  Matrix.of fun a b =>
    4 / 3 * (trace (orbital a * bondProj n * orbital b) - sigmaChannel n a b)

/-- The two-centre d-d block of a bond along `n ≠ 0` with integrals ddσ, ddπ, ddδ. -/
def twoCentre (Vσ Vπ Vδ : ℝ) (n : Fin 3 → ℝ) : Matrix (Fin 5) (Fin 5) ℝ :=
  Vσ • sigmaChannel n + Vπ • piChannel n + Vδ • (1 - sigmaChannel n - piChannel n)

/-- The two-centre block of a [110] bond, in terms of its σ, π and δ integrals. -/
theorem twoCentre_110 (Vσ Vπ Vδ : ℝ) :
    twoCentre Vσ Vπ Vδ ![1, 1, 0] = mirrorBlock ((3 * Vσ + Vδ) / 4) ((Vσ + 3 * Vδ) / 4)
      (-√3 / 4 * (Vσ - Vδ)) Vπ Vπ Vδ := by
  have h : √3 * √3 = 3 := Real.mul_self_sqrt (by norm_num)
  have hN : bondProj ![1, 1, 0] = !![1 / 2, 1 / 2, 0; 1 / 2, 1 / 2, 0; 0, 0, 0] := by
    ext i j
    fin_cases i <;> fin_cases j <;>
      norm_num [bondProj, vecMulVec_apply, dotProduct, Fin.sum_univ_three]
  -- only xy and 3z²-r² have a σ component
  have hS : sigmaChannel ![1, 1, 0] = !![3 / 4, -(√3 / 4), 0, 0, 0;
      -(√3 / 4), 1 / 4, 0, 0, 0; 0, 0, 0, 0, 0; 0, 0, 0, 0, 0; 0, 0, 0, 0, 0] := by
    unfold sigmaChannel
    rw [hN]
    unfold orbital
    generalize √3 = s at h ⊢
    ext a b
    fin_cases a <;> fin_cases b <;>
      simp [trace_fin_three, Matrix.mul_apply, Fin.sum_univ_three, -mul_eq_zero] <;> linarith
  -- the π channel is spanned by x²-y² and xz+yz
  have hP : piChannel ![1, 1, 0] = !![0, 0, 0, 0, 0; 0, 0, 0, 0, 0; 0, 0, 1, 0, 0;
      0, 0, 0, 1 / 2, 1 / 2; 0, 0, 0, 1 / 2, 1 / 2] := by
    unfold piChannel
    rw [hS, hN]
    unfold orbital
    generalize √3 = s at h ⊢
    ext a b
    fin_cases a <;> fin_cases b <;>
      simp [trace_fin_three, Matrix.mul_apply, Fin.sum_univ_three, -mul_eq_zero] <;> linarith
  unfold twoCentre
  rw [hS, hP]
  ext a b
  fin_cases a <;> fin_cases b <;> simp [mirrorBlock, -mul_eq_zero] <;> ring

end

end SlaterKoster110
```

The error:

```
Main.lean:44:83: error: unsolved goals
case «0».«0»
Vσ Vπ Vδ : ℝ
h : √3 * √3 = 3
⊢ (2 + ![1, 1, 0] 2 * ![1, 1, 0] 2)⁻¹ = 1 / 2

case «0».«1»
Vσ Vπ Vδ : ℝ
h : √3 * √3 = 3
⊢ (2 + ![1, 1, 0] 2 * ![1, 1, 0] 2)⁻¹ = 1 / 2

case «1».«0»
Vσ Vπ Vδ : ℝ
h : √3 * √3 = 3
⊢ (2 + ![1, 1, 0] 2 * ![1, 1, 0] 2)⁻¹ = 1 / 2

case «1».«1»
Vσ Vπ Vδ : ℝ
h : √3 * √3 = 3
⊢ (2 + ![1, 1, 0] 2 * ![1, 1, 0] 2)⁻¹ = 1 / 2
```

Diagnosis. The error is in `hN`, the explicit form of the projector. The four unsolved goals are the entries of its upper left 2×2 block, and all ask for the same thing: that the inverse of the squared length be 1/2.

Given `dotProduct` and `Fin.sum_univ_three`, `norm_num` unfolds the dot product into a sum of three products of entries, each looked up by index. Ordinary simp lemmas evaluate the entries at 0 and 1, which give the 2 in the goal. The entry at the numeral 2 is left as `![1, 1, 0] 2`: `simp` would evaluate it with a simproc, `Matrix.cons_val`, but `norm_num` doesn't run simprocs. Without knowing that this entry is 0, it cannot finish the arithmetic.

The repair takes `dotProduct` off the list, so the dot product is no longer unfolded. Mathlib's simp lemmas for dot products of explicit vectors, such as `cons_dotProduct`, then apply. They multiply the vectors out component by component, with no lookup at index 2, and `norm_num` gets 2 and its inverse 1/2. With no sum left to expand, `Fin.sum_univ_three` has nothing to do, and its removal is mere tidying.

Lean accepts the file once it reads:

```diff
@@ -45,5 +45,5 @@
     ext i j
     fin_cases i <;> fin_cases j <;>
-      norm_num [bondProj, vecMulVec_apply, dotProduct, Fin.sum_univ_three]
+      norm_num [bondProj, vecMulVec_apply]
   -- only xy and 3z²-r² have a σ component
   have hS : sigmaChannel ![1, 1, 0] = !![3 / 4, -(√3 / 4), 0, 0, 0;
```
